# For N ≥ 2 electrons, a fraction (N−2)(N−3)/(N(N−1)) of the ordered pairs of two-electron sets is disjoint

Take $N \ge 2$ electrons and choose two sets of two electrons each, independently and with equal weight on every choice. The fraction of choices in which the two sets have no electron in common is

$$
f(N) = \frac{(N-2)(N-3)}{N(N-1)} .
$$

Among the allowed values of $N$, this fraction is zero for $N=2$ and $N=3$ and for no others. It tends to $1$ as $N$ grows.

## Products of double excitations

A double excitation acts on a reference determinant by taking two electrons out of occupied spin orbitals and putting them into empty ones. "An electron" is used here as a short name for an occupied spin orbital of the reference, which is what gives the electrons distinct labels.

Two double excitations can be applied one after the other. If both remove an electron from the same occupied spin orbital, the product contains the same annihilation operator twice and gives zero. This is the exclusion principle on the occupied side. A product can therefore survive only if the two excitations move disjoint sets of electrons, and it then moves four electrons in total.

Configuration interaction restricted to double excitations leaves such products out, and size-consistency corrections estimate their effect. The factor $f(N)$ tells such an estimate what share of the products the exclusion principle permits, in a model that weights all pairs of electrons equally and looks only at the occupied orbitals. With two or three electrons there are no quadruple excitations, and the factor is zero, as it should be.

## Electrons, sets and pairs as Lean objects

The electrons are the elements of a finite type `ι`, and their number $N$ is `Fintype.card ι`. The definitions build on this as follows.

- `electronSets ι k` is the collection of all $k$-element subsets of the electrons. Each one is a possible set of electrons moved by a $k$-fold excitation.
- `disjointPairs ι k l` contains the ordered pairs $(s,t)$ of a $k$-electron set and an $l$-electron set with no common electron.
- `exclusionFactor ι` is the number of disjoint pairs for $k=l=2$, divided by the number of all ordered pairs of two-electron sets. It is defined as a ratio of counts, so the closed formula has to be proved.

The pairs are ordered, and the pair $(s,s)$ is among them. It counts as excluded, since a two-electron set is not disjoint from itself. For $N\ge4$, leaving these diagonal pairs out of the denominator would give a larger fraction.

The main theorem, `exclusionFactor_eq`, assumes `2 ≤ Fintype.card ι` and states two things: the set of all ordered pairs is nonempty, and the ratio equals $f(N)$. The first part matters because Lean sets $0/0=0$: it shows that the value zero for $N=2$ and $N=3$ is a true fraction and does not come from an empty denominator. In the formula, $N$ is converted to a real number before anything is subtracted from it.

The other theorems say the following:

- `card_disjointPairs` gives the number of disjoint pairs for any ranks $k$ and $l$.
- `disjointPairs_nonempty_iff` says that a disjoint pair exists exactly when $k+l\le N$.
- `exclusionFactor_eq_zero_iff` says that, for $N\ge2$, the factor vanishes exactly when $N$ is $2$ or $3$.
- `one_sub_exclusionFactor` gives the excluded fraction, again for $N\ge2$.
- `tendsto_exclusionFactor` gives the limit for many electrons, using the type `Fin N` as a set of $N$ electrons.

The model contains no empty orbitals, although two excitations into the same empty spin orbital also exclude each other. It has no amplitudes, spin or spatial symmetry, and no energies. In a molecule, different pairs of electrons contribute with different weights, and a weighted share of surviving products can differ from $f(N)$.

## Counting the disjoint pairs

Let $s$ be a set of $k$ electrons. A set $t$ of $l$ electrons is disjoint from $s$ exactly when all its members lie among the $N-k$ electrons outside $s$. There are

$$
\binom{N-k}{l}
$$

such sets, and this number is the same for every $s$ of size $k$. There are $\binom{N}{k}$ choices of $s$, so the number of disjoint ordered pairs is

$$
D_{k,l} = \binom{N}{k}\binom{N-k}{l}.
$$

If $k>N$, there is no set $s$ and the count is zero. Otherwise the first binomial coefficient is positive, and the second is positive exactly when $l\le N-k$. Hence a disjoint pair exists exactly when $k+l\le N$. For two double excitations this means at least four electrons.

## The factor for two double excitations

Set $k=l=2$. There are $\binom N2$ two-electron sets, and therefore $\binom N2^2$ ordered pairs of them. For $N\ge2$ this number is positive, and we may divide:

$$
f(N)=\frac{\binom N2\binom{N-2}2}{\binom N2^2}
=\frac{\binom{N-2}2}{\binom N2}
=\frac{(N-2)(N-3)/2}{N(N-1)/2}
=\frac{(N-2)(N-3)}{N(N-1)} .
$$

The polynomial form of $\binom{N-2}{2}$ also holds at the smallest sizes: it gives $0$ for $N=2$ and for $N=3$, where fewer than two electrons remain outside the first set.

Four electrons give a case that is easy to list. There are six two-electron sets, and each has exactly one disjoint partner, its complement. So $6$ of the $36$ ordered pairs are disjoint, and $f(4)=1/6$, in agreement with $2\cdot1/(4\cdot3)$.

## Few electrons and many electrons

For $N\ge2$ the denominator $N(N-1)$ is not zero. The factor therefore vanishes exactly when $(N-2)(N-3)=0$, that is, for $N=2$ or $N=3$.

The fraction of pairs that share at least one electron is

$$
1-f(N)=\frac{N(N-1)-(N-2)(N-3)}{N(N-1)}
=\frac{(N^2-N)-(N^2-5N+6)}{N(N-1)}
=\frac{4N-6}{N(N-1)} .
$$

For $N\ge2$ the numerator is positive. It is also smaller than $4(N-1)=4N-4$, which gives

$$
0\le 1-f(N)\le\frac{4(N-1)}{N(N-1)}=\frac4N .
$$

Since $4/N\to0$, the factor tends to $1$. The approach is slow: for ten electrons $f(10)=56/90\approx0.62$, so more than a third of the pairs are still excluded.

## Definitions and theorems in Lean 4

```lean
import Mathlib

open Finset Filter Topology

namespace ExclusionFactor

/-- The possible sets of `k` electrons that a `k`-fold excitation moves,
chosen from the electrons `ι`. -/
def electronSets (ι : Type*) [Fintype ι] (k : ℕ) : Finset (Finset ι) :=
  Finset.powersetCard k Finset.univ

/-- The ordered pairs of a `k`-electron set and an `l`-electron set that have
no electron in common. -/
def disjointPairs (ι : Type*) [Fintype ι] [DecidableEq ι] (k l : ℕ) :
    Finset (Finset ι × Finset ι) :=
  (electronSets ι k ×ˢ electronSets ι l).filter fun p => Disjoint p.1 p.2

/-- The fraction of ordered pairs of two-electron sets that are disjoint,
meaningful for at least two electrons. -/
noncomputable def exclusionFactor (ι : Type*) [Fintype ι] [DecidableEq ι] : ℝ :=
  ((disjointPairs ι 2 2).card : ℝ) / ((electronSets ι 2 ×ˢ electronSets ι 2).card : ℝ)

/-- Among `N` electrons there are `C(N, k)` sets of `k` electrons. -/
theorem card_electronSets (ι : Type*) [Fintype ι] (k : ℕ) :
    (electronSets ι k).card = (Fintype.card ι).choose k := by
  rw [electronSets, Finset.card_powersetCard, Finset.card_univ]

variable {ι : Type*} [Fintype ι] [DecidableEq ι]

/-- The `l`-electron sets that avoid a given set `s` of electrons are the
`l`-electron subsets of the remaining electrons. -/
theorem filter_disjoint (s : Finset ι) (l : ℕ) :
    (electronSets ι l).filter (fun t => Disjoint s t) = Finset.powersetCard l sᶜ := by
  ext t
  rw [electronSets, Finset.mem_filter, Finset.mem_powersetCard, Finset.mem_powersetCard]
  constructor
  · rintro ⟨⟨_, hc⟩, hd⟩
    exact ⟨fun a ha => Finset.mem_compl.2 fun hs => Finset.disjoint_left.1 hd hs ha, hc⟩
  · rintro ⟨hsub, hc⟩
    exact ⟨⟨Finset.subset_univ t, hc⟩,
      Finset.disjoint_left.2 fun a hs ha => Finset.mem_compl.1 (hsub ha) hs⟩

/-- Among `N` electrons there are `C(N, k) C(N - k, l)` ordered pairs of a
`k`-electron set and an `l`-electron set without a common electron. -/
theorem card_disjointPairs (k l : ℕ) :
    (disjointPairs ι k l).card =
      (Fintype.card ι).choose k * (Fintype.card ι - k).choose l := by
  -- every choice of the first set leaves the same number of partners
  have inner : ∀ s ∈ electronSets ι k,
      (∑ t ∈ electronSets ι l, if Disjoint s t then 1 else 0) =
        (Fintype.card ι - k).choose l := by
    intro s hs
    have hcard : s.card = k := (Finset.mem_powersetCard.1 hs).2
    rw [← Finset.card_filter, filter_disjoint, Finset.card_powersetCard,
      Finset.card_compl, hcard]
  rw [disjointPairs, Finset.card_filter, Finset.sum_product]
  refine (Finset.sum_congr rfl inner).trans ?_
  rw [Finset.sum_const, smul_eq_mul, card_electronSets]

/-- A `k`-electron set and an `l`-electron set without a common electron exist
exactly when there are at least `k + l` electrons. -/
theorem disjointPairs_nonempty_iff (k l : ℕ) :
    (disjointPairs ι k l).Nonempty ↔ k + l ≤ Fintype.card ι := by
  rw [← Finset.card_pos, card_disjointPairs, Nat.pos_iff_ne_zero, Ne, mul_eq_zero,
    Nat.choose_eq_zero_iff, Nat.choose_eq_zero_iff]
  omega

/-- For `N ≥ 2` electrons there are two-electron sets, and the fraction of their
ordered pairs that are disjoint is `(N - 2)(N - 3) / (N (N - 1))`. -/
theorem exclusionFactor_eq (h : 2 ≤ Fintype.card ι) :
    (electronSets ι 2 ×ˢ electronSets ι 2).Nonempty ∧
    exclusionFactor ι =
      (((Fintype.card ι : ℝ) - 2) * ((Fintype.card ι : ℝ) - 3)) /
        ((Fintype.card ι : ℝ) * ((Fintype.card ι : ℝ) - 1)) := by
  have hne : (electronSets ι 2).Nonempty := by
    rw [← Finset.card_pos, card_electronSets]
    exact Nat.choose_pos h
  refine ⟨hne.product hne, ?_⟩
  have hR : (2 : ℝ) ≤ (Fintype.card ι : ℝ) := by exact_mod_cast h
  have hc : (Fintype.card ι : ℝ) * ((Fintype.card ι : ℝ) - 1) ≠ 0 :=
    mul_ne_zero (by linarith) (by linarith)
  have hsub : ((Fintype.card ι - 2 : ℕ) : ℝ) = (Fintype.card ι : ℝ) - 2 := by
    simp [Nat.cast_sub h]
  -- insert both counts and write the binomial coefficients as polynomials
  rw [exclusionFactor, card_disjointPairs, Finset.card_product, card_electronSets,
    Nat.cast_mul, Nat.cast_mul, Nat.cast_choose_two, Nat.cast_choose_two, hsub,
    div_eq_div_iff (mul_ne_zero (div_ne_zero hc two_ne_zero)
      (div_ne_zero hc two_ne_zero)) hc]
  ring

/-- For at least two electrons, the exclusion factor vanishes exactly when the
number of electrons is two or three. -/
theorem exclusionFactor_eq_zero_iff (h : 2 ≤ Fintype.card ι) :
    exclusionFactor ι = 0 ↔ Fintype.card ι = 2 ∨ Fintype.card ι = 3 := by
  have hR : (2 : ℝ) ≤ (Fintype.card ι : ℝ) := by exact_mod_cast h
  have hc : (Fintype.card ι : ℝ) * ((Fintype.card ι : ℝ) - 1) ≠ 0 :=
    mul_ne_zero (by linarith) (by linarith)
  rw [(exclusionFactor_eq h).2]
  constructor
  · intro h0
    rcases div_eq_zero_iff.1 h0 with h1 | h1
    · rcases mul_eq_zero.1 h1 with h2 | h2
      · left
        exact_mod_cast (by linarith : (Fintype.card ι : ℝ) = 2)
      · right
        exact_mod_cast (by linarith : (Fintype.card ι : ℝ) = 3)
    · exact absurd h1 hc
  · rintro (h1 | h1) <;> rw [h1] <;> norm_num

/-- For `N ≥ 2` electrons, the fraction of ordered pairs of two-electron sets
that share an electron is `(4 N - 6) / (N (N - 1))`. -/
theorem one_sub_exclusionFactor (h : 2 ≤ Fintype.card ι) :
    1 - exclusionFactor ι =
      (4 * (Fintype.card ι : ℝ) - 6) /
        ((Fintype.card ι : ℝ) * ((Fintype.card ι : ℝ) - 1)) := by
  have hR : (2 : ℝ) ≤ (Fintype.card ι : ℝ) := by exact_mod_cast h
  have hc : (Fintype.card ι : ℝ) * ((Fintype.card ι : ℝ) - 1) ≠ 0 :=
    mul_ne_zero (by linarith) (by linarith)
  rw [(exclusionFactor_eq h).2, eq_div_iff hc, sub_mul, div_mul_cancel₀ _ hc]
  ring

/-- The exclusion factor tends to one as the number of electrons grows. -/
theorem tendsto_exclusionFactor :
    Tendsto (fun N : ℕ => exclusionFactor (Fin N)) atTop (𝓝 1) := by
  -- for N ≥ 2, the excluded fraction lies between 0 and 4 / N
  have bounds : ∀ N : ℕ, 2 ≤ N →
      1 - 4 / (N : ℝ) ≤ exclusionFactor (Fin N) ∧ exclusionFactor (Fin N) ≤ 1 := by
    intro N hN
    have hR : (2 : ℝ) ≤ (N : ℝ) := by exact_mod_cast hN
    have hpos : (0 : ℝ) < N := by linarith
    have hden : (0 : ℝ) < (N : ℝ) * ((N : ℝ) - 1) := mul_pos hpos (by linarith)
    have key := one_sub_exclusionFactor (ι := Fin N) (by rw [Fintype.card_fin]; exact hN)
    rw [Fintype.card_fin] at key
    have upper : (4 * (N : ℝ) - 6) / ((N : ℝ) * ((N : ℝ) - 1)) ≤ 4 / (N : ℝ) := by
      rw [div_le_div_iff₀ hden hpos]
      nlinarith
    have lower : 0 ≤ (4 * (N : ℝ) - 6) / ((N : ℝ) * ((N : ℝ) - 1)) :=
      div_nonneg (by linarith) hden.le
    constructor <;> linarith
  have hlim : Tendsto (fun N : ℕ => 1 - 4 / (N : ℝ)) atTop (𝓝 (1 - 0)) :=
    tendsto_const_nhds.sub (tendsto_const_div_atTop_nhds_zero_nat 4)
  rw [sub_zero] at hlim
  refine tendsto_of_tendsto_of_tendsto_of_le_of_le' hlim tendsto_const_nhds ?_ ?_
  · filter_upwards [eventually_ge_atTop 2] with N hN using (bounds N hN).1
  · filter_upwards [eventually_ge_atTop 2] with N hN using (bounds N hN).2

end ExclusionFactor
```

```lean
#print axioms ExclusionFactor.disjointPairs_nonempty_iff
-- 'ExclusionFactor.disjointPairs_nonempty_iff' depends on axioms: [propext, Classical.choice, Quot.sound]
#print axioms ExclusionFactor.exclusionFactor_eq
-- 'ExclusionFactor.exclusionFactor_eq' depends on axioms: [propext, Classical.choice, Quot.sound]
#print axioms ExclusionFactor.exclusionFactor_eq_zero_iff
-- 'ExclusionFactor.exclusionFactor_eq_zero_iff' depends on axioms: [propext, Classical.choice, Quot.sound]
#print axioms ExclusionFactor.tendsto_exclusionFactor
-- 'ExclusionFactor.tendsto_exclusionFactor' depends on axioms: [propext, Classical.choice, Quot.sound]
```

## Complements and a double sum

The lemma `filter_disjoint` is the first step of the count: the $l$-electron sets disjoint from $s$ are the $l$-element subsets of the complement `sᶜ`. The proof takes an arbitrary set $t$ and shows both directions. If $t$ is disjoint from $s$, each of its members lies in the complement. If $t$ is contained in the complement, no electron can be in both sets.

The theorem `card_disjointPairs` then sums over the first set. `Finset.card_filter` writes the number of disjoint pairs as a sum of ones and zeros over all pairs, and `Finset.sum_product` splits it into a sum over $s$ and an inner sum over $t$. The statement `inner` says that the inner sum is $\binom{N-k}{l}$ for every $k$-electron set $s$. It follows from `filter_disjoint` and the size of the complement. What remains is a sum of equal terms, which `Finset.sum_const` turns into a product, and `card_electronSets` supplies the number of terms, $\binom Nk$.

For `disjointPairs_nonempty_iff`, a finite set is nonempty exactly when its number of elements is positive. The product of binomial coefficients is nonzero exactly when neither factor is zero, and `Nat.choose_eq_zero_iff` translates each condition into an inequality between natural numbers. The tactic `omega` then shows that these inequalities amount to $k+l\le N$, including the case $k>N$.

## The quotient, its zeros and its limit

In `exclusionFactor_eq`, the statement `hne` obtains a two-electron set from the positivity of $\binom N2$, and the product of two nonempty sets is nonempty. This proves the first part.

For the formula, `hc` records that $N(N-1)\ne0$, and `hsub` says that the natural number $N-2$ becomes the real number $N-2$, which uses $N\ge2$. The rewriting then inserts both counts, and `Nat.cast_choose_two` replaces each binomial coefficient by its polynomial. In the derivation above, a common factor $\binom N2$ was cancelled. The Lean proof instead cross-multiplies the two fractions with `div_eq_div_iff`, after showing that both denominators are nonzero, and `ring` confirms the resulting polynomial identity.

The theorem `exclusionFactor_eq_zero_iff` starts from this formula. A quotient is zero in Lean if its numerator or its denominator is zero, and `hc` rules out the second case. A zero numerator means that $N-2$ or $N-3$ vanishes, which gives the two electron numbers. In the other direction, each number is inserted and `norm_num` evaluates the formula.

To prove `one_sub_exclusionFactor`, the equation is multiplied by $N(N-1)$. The remaining identity, $N(N-1)-(N-2)(N-3)=4N-6$, is left to `ring`.

The limit is a squeeze argument. The statement `bounds` says that $1-4/N\le f(N)\le1$ for $N\ge2$. Its parts `upper` and `lower` are the two estimates of the excluded fraction derived above; `nlinarith` settles the upper one after cross-multiplication. The lower bound $1-4/N$ tends to $1$ by `hlim`, and the upper bound is constant. The squeeze theorem used here requires the inequalities only for all sufficiently large $N$, so the `filter_upwards` steps restrict attention to $N\ge2$ and apply `bounds`.
